# Linear embedding terms can be moved into the pair terms without changing the embedded-atom energy

Take two atoms. Atom 1 sits in the density \(f_{12}\) contributed by atom 2, and atom 2 sits in the density \(f_{21}\) contributed by atom 1. With embedding functions \(F_1, F_2\) and pair terms \(\phi_{12}, \phi_{21}\), the embedded-atom energy is

\[
E = F_1(f_{12}) + F_2(f_{21}) + \tfrac12(\phi_{12} + \phi_{21}).
\]

Add \(c_1 x\) to \(F_1(x)\) and \(c_2 x\) to \(F_2(x)\). The energy rises by \(c_1 f_{12} + c_2 f_{21}\). Now subtract this same amount from both \(\phi_{12}\) and \(\phi_{21}\). Half of twice the amount is removed, and \(E\) is back at its old value. A term linear in the density is a sum over neighbours, so it can be booked as a pair energy.

## The cancellation for any number of atoms

For a finite set of atoms, let \(f_{ij}\) be the density that atom \(j\) contributes at atom \(i\), and let

\[
\rho_i = \sum_{j\ne i} f_{ij}, \qquad
E = \sum_i F_i(\rho_i) + \tfrac12\sum_{i\ne j}\phi_{ij}.
\]

Neither \(f_{ij}\) nor \(\phi_{ij}\) needs to be symmetric. The claim is that, for all real \(c_i\), the replacement

\[
F_i(x)\to F_i(x)+c_i x,\qquad \phi_{ij}\to\phi_{ij}-c_i f_{ij}-c_j f_{ji}
\]

leaves \(E\) unchanged. Exchanging the labels \(i\) and \(j\) in the second term gives

\[
\tfrac12\sum_{i\ne j}(c_i f_{ij}+c_j f_{ji})
=\tfrac12\sum_{i\ne j}c_i f_{ij}+\tfrac12\sum_{i\ne j}c_i f_{ij}
=\sum_i c_i\sum_{j\ne i}f_{ij}=\sum_i c_i\rho_i .
\]

The left side is what the pair energy loses, and the right side is what the embedding energy gains.

Two consequences follow. If \(F_i(x)=a_i x\) for every atom, the whole energy is a pair energy with terms \(\phi_{ij}+a_i f_{ij}+a_j f_{ji}\). And if \(F_i\) has slope \(F_i'\) at a reference density \(\rho^0_i\), the choice \(c_i=-F_i'\) makes the new slope there \(F_i'-F_i'=0\). To first order around the reference densities, the energy then changes through the pair terms alone.

## Only affine changes can be absorbed once an atom has two partners

Suppose a continuous function \(g_a\) is added to each \(F_a\), and subtracting \(p_{ab}(f_{ab},f_{ba})\) from each \(\phi_{ab}\) compensates this for all real values of the contributions. Cancelling the original energy leaves

\[
\sum_a g_a(\rho_a)=\tfrac12\sum_{a\ne b}p_{ab}(f_{ab},f_{ba}).
\]

Let atom \(i\) have distinct partners \(j\) and \(k\). Set \(f_{ij}=x\), \(f_{ik}=y\) and all other contributions to zero. The left side becomes \(g_i(x+y)+\sum_{a\ne i}g_a(0)\). Call the right side \(P(x,y)\). The pair \(i,j\) sees only \(x\), the pair \(i,k\) sees only \(y\), and every other pair sees neither, so

\[
P(x,y)+P(0,0)=P(x,0)+P(0,y).
\]

Inserting the left side, the constants from the other atoms cancel:

\[
g_i(x+y)+g_i(0)=g_i(x)+g_i(y).
\]

Hence \(A(x)=g_i(x)-g_i(0)\) satisfies \(A(x+y)=A(x)+A(y)\). This gives \(A(q)=qA(1)\) for rational \(q\), and continuity extends it to all real numbers. So \(g_i(x)=g_i(0)+cx\) with \(c=g_i(1)-g_i(0)\).

In a dimer there is no second partner, and each density is a single contribution. The pair term \(p_{ij}=g_i(f_{ij})+g_j(f_{ji})\) then absorbs any change, linear or not.

## Shifting a tabulated potential

For one element with contribution \(f(r)\) and pair function \(\phi(r)\), the replacement reads

\[
F(\rho)\to F(\rho)+c\rho,\qquad \phi(r)\to\phi(r)-2c f(r).
\]

In code this is one added array for the embedding table and one for the pair table. If the file stores \(r\phi(r)\), the subtracted array is \(2c\,r f(r)\). The new pair function can reach as far as the longer-ranged of \(\phi\) and \(f\), so its cutoff may have to grow. Two potentials that differ by such a shift can have very different pair curves and yet give the same energies. Bringing both to zero embedding slope at the host density of one common reference structure, such as the same perfect crystal with one atom per primitive cell, removes this ambiguity before the curves are compared.

## The energy and its shift in Lean

The atoms are the elements of a finite type `ι`.

```lean
import Mathlib

open Finset

namespace EmbeddedAtomGauge

noncomputable section

variable {ι : Type*} [Fintype ι] [DecidableEq ι]
```

The host density sums over all atoms except `i` itself, which `univ.erase i` expresses.

```lean
/-- The host density at atom `i`: the sum of the contributions `f i j` of all other atoms `j`. -/
def density (f : ι → ι → ℝ) (i : ι) : ℝ := ∑ j ∈ univ.erase i, f i j
```

The pair energy runs over ordered pairs, so each physical pair occurs twice and the factor `1 / 2` corrects for it.

```lean
/-- The pair energy: half the sum of `φ i j` over all ordered pairs of distinct atoms. -/
def pairEnergy (φ : ι → ι → ℝ) : ℝ := 1 / 2 * ∑ i, ∑ j ∈ univ.erase i, φ i j
```

The total energy takes `f` and `φ` as plain arrays of real numbers, the values at one configuration. Positions, distances and cutoffs do not enter. An atom never interacts with itself, so a periodic cell in which an atom feels its own images is not described.

```lean
/-- The embedded-atom energy: embedding energies at the host densities plus the pair energy. -/
def energy (F : ι → ℝ → ℝ) (f φ : ι → ι → ℝ) : ℝ :=
  ∑ i, F i (density f i) + pairEnergy φ
```

The next two definitions are the two halves of the replacement. The order of indices matters: `c i` multiplies `f i j`, the density received by atom `i`.

```lean
/-- The embedding functions with a linear term of slope `c i` added for each atom. -/
def shiftEmbedding (c : ι → ℝ) (F : ι → ℝ → ℝ) (i : ι) (x : ℝ) : ℝ := F i x + c i * x

/-- The pair terms with the density contributions, weighted by the slopes `c`, subtracted. -/
def shiftPair (c : ι → ℝ) (f φ : ι → ι → ℝ) (i j : ι) : ℝ :=
  φ i j - c i * f i j - c j * f j i
```

## The label exchange and the invariance

The first theorem is the identity for \(\sum_i c_i\rho_i\). The intermediate statement `hs` is the exchange of labels, obtained from `Finset.sum_comm'`; its side condition is that \(i\ne j\) and \(j\ne i\) say the same thing. After that, `linarith` adds the two equal halves.

```lean
/-- The pair energy of the terms `c i * f i j + c j * f j i` is the sum of the host densities
weighted by `c`. -/
theorem pairEnergy_density (c : ι → ℝ) (f : ι → ι → ℝ) :
    pairEnergy (fun i j => c i * f i j + c j * f j i) = ∑ i, c i * density f i := by
  -- exchange the labels of the two atoms in the second term
  have hs : ∑ i, ∑ j ∈ univ.erase i, c j * f j i
      = ∑ i, ∑ j ∈ univ.erase i, c i * f i j := by
    apply Finset.sum_comm'
    intro x y
    simp only [mem_univ, mem_erase, true_and, and_true, ne_eq]
    exact ⟨fun h e => h e.symm, fun h e => h e.symm⟩
  simp only [pairEnergy, density, sum_add_distrib, mul_sum] at hs ⊢
  simp only [← mul_sum] at hs ⊢
  linarith
```

The invariance holds for every `c`, `F`, `f` and `φ`, with no further hypothesis. The proof splits the sums into old and added parts and cancels the added ones with the identity above.

```lean
/-- Adding a linear term to each embedding function and subtracting the matching density
contributions from the pair terms leaves the embedded-atom energy unchanged. -/
theorem energy_gauge_invariant (c : ι → ℝ) (F : ι → ℝ → ℝ) (f φ : ι → ι → ℝ) :
    energy (shiftEmbedding c F) f (shiftPair c f φ) = energy F f φ := by
  have h := pairEnergy_density c f
  simp only [energy, shiftEmbedding, shiftPair, pairEnergy, sum_add_distrib,
    sum_sub_distrib] at h ⊢
  linarith
```

The same identity, read in the other direction, turns linear embedding functions into pair terms.

```lean
/-- With linear embedding functions the embedded-atom energy is a pure pair energy. -/
theorem linear_embedding_is_pair (a : ι → ℝ) (f φ : ι → ι → ℝ) :
    energy (fun i x => a i * x) f φ
      = pairEnergy (fun i j => φ i j + a i * f i j + a j * f j i) := by
  have h := pairEnergy_density a f
  simp only [energy, pairEnergy, sum_add_distrib] at h ⊢
  linarith
```

For the zero-slope choice, `F' i` is a number, the derivative of `F i` at the single point `ρ₀ i`, and differentiability is assumed only there. The reference density need not be the density in the configuration `f`. The first part of the conclusion is the derivative of a sum, and the second is the invariance theorem.

```lean
/-- If each embedding function has slope `F' i` at a reference density `ρ₀ i`, the shift by
`-F' i` makes all these slopes vanish and keeps the energy. -/
theorem effective_pair_gauge (F : ι → ℝ → ℝ) (F' ρ₀ : ι → ℝ) (f φ : ι → ι → ℝ)
    (hF : ∀ i, HasDerivAt (F i) (F' i) (ρ₀ i)) :
    (∀ i, HasDerivAt (shiftEmbedding (fun i => -F' i) F i) 0 (ρ₀ i)) ∧
      energy (shiftEmbedding (fun i => -F' i) F) f (shiftPair (fun i => -F' i) f φ)
        = energy F f φ := by
  refine ⟨fun i => ?_, energy_gauge_invariant _ F f φ⟩
  have h := (hF i).fun_add ((hasDerivAt_id' (ρ₀ i)).const_mul (-F' i))
  exact h.congr_deriv (by ring)
```

## The converse and the dimer

The array with only \(f_{ij}=x\) and \(f_{ik}=y\) is called `probe`.

```lean
/-- Density contributions in which atom `i` receives `x` from `j` and `y` from `k`, and all
others vanish, for distinct `i`, `j`, `k`. -/
def probe (i j k : ι) (x y : ℝ) (a b : ι) : ℝ :=
  if a = i then (if b = j then x else 0) + (if b = k then y else 0) else 0
```

Its host density is \(x+y\) at atom `i` and zero elsewhere.

```lean
/-- For `j` and `k` different from `i`, the probe gives host density `x + y` at atom `i` and
zero at every other atom. -/
theorem density_probe {i j k : ι} (hij : i ≠ j) (hik : i ≠ k) (x y : ℝ) (a : ι) :
    density (probe i j k x y) a = if a = i then x + y else 0 := by
  by_cases h : a = i
  · subst h
    simp [density, probe, sum_add_distrib, hij.symm, hik.symm]
  · simp [density, probe, h]
```

In the converse, hypothesis `h` demands compensation for every real array `f`, including negative contributions and arrays that no arrangement of atoms produces. This is stronger than compensation over physical geometries, so the theorem does not settle what happens when the contributions are tied to one another through interatomic distances. Continuity is required only of `g i`, and the functions `p` are arbitrary.

The steps inside the proof follow the derivation above. `key` cancels the original energy, and `hL` evaluates the embedding side on the probe. `hR` is the relation for \(P\), checked pair by pair: a pair containing `k` does not depend on \(x\), and any other pair does not depend on \(y\). `hA` is additivity, and `map_real_smul` supplies the passage from additive and continuous to linear.

```lean
/-- Let changes `g` of the embedding functions be compensated, for all real density
contributions, by pair terms depending only on the two contributions within the pair. If atom `i`
has two distinct partners and `g i` is continuous, then `g i` is affine. -/
theorem gauge_is_affine (F g : ι → ℝ → ℝ) (φ : ι → ι → ℝ) (p : ι → ι → ℝ → ℝ → ℝ)
    (h : ∀ f : ι → ι → ℝ, energy (fun i x => F i x + g i x) f
      (fun i j => φ i j - p i j (f i j) (f j i)) = energy F f φ)
    {i j k : ι} (hij : i ≠ j) (hik : i ≠ k) (hjk : j ≠ k) (hg : Continuous (g i)) :
    ∃ c : ℝ, ∀ x, g i x = g i 0 + c * x := by
  have key : ∀ f : ι → ι → ℝ, ∑ a, g a (density f a)
      = pairEnergy (fun a b => p a b (f a b) (f b a)) := by
    intro f
    have hf := h f
    simp only [energy, pairEnergy, sum_add_distrib, sum_sub_distrib] at hf ⊢
    linarith
  have hL : ∀ x y, ∑ a, g a (density (probe i j k x y) a)
      = g i (x + y) + ∑ a ∈ univ.erase i, g a 0 := by
    intro x y
    simp only [density_probe hij hik]
    rw [← Finset.add_sum_erase univ (fun a => g a (if a = i then x + y else 0)) (mem_univ i)]
    refine congrArg₂ (· + ·) (by simp) (Finset.sum_congr rfl ?_)
    intro a ha
    simp [Finset.ne_of_mem_erase ha]
  -- no pair term sees both `x` and `y`
  have hR : ∀ x y,
      pairEnergy (fun a b => p a b (probe i j k x y a b) (probe i j k x y b a))
        + pairEnergy (fun a b => p a b (probe i j k 0 0 a b) (probe i j k 0 0 b a))
      = pairEnergy (fun a b => p a b (probe i j k x 0 a b) (probe i j k x 0 b a))
        + pairEnergy (fun a b => p a b (probe i j k 0 y a b) (probe i j k 0 y b a)) := by
    intro x y
    simp only [pairEnergy, ← mul_add, ← sum_add_distrib]
    congr 1
    refine Finset.sum_congr rfl fun a _ => Finset.sum_congr rfl fun b _ => ?_
    by_cases hk : a = k ∨ b = k
    · have e1 : ∀ s t, probe i j k s t a b = probe i j k 0 t a b := by
        intro s t
        rcases hk with hk | hk <;> simp [probe, hk, hjk.symm, hik.symm]
      have e2 : ∀ s t, probe i j k s t b a = probe i j k 0 t b a := by
        intro s t
        rcases hk with hk | hk <;> simp [probe, hk, hjk.symm, hik.symm]
      rw [e1 x y, e2 x y, e1 x 0, e2 x 0]
      exact add_comm _ _
    · obtain ⟨ha, hb⟩ := not_or.mp hk
      have e1 : ∀ s t, probe i j k s t a b = probe i j k s 0 a b := by
        intro s t
        simp [probe, hb]
      have e2 : ∀ s t, probe i j k s t b a = probe i j k s 0 b a := by
        intro s t
        simp [probe, ha]
      rw [e1 x y, e2 x y, e1 0 y, e2 0 y]
  -- hence `g i - g i 0` is additive, and continuity makes it linear
  have hA : ∀ x y, g i (x + y) - g i 0 = (g i x - g i 0) + (g i y - g i 0) := by
    intro x y
    have k1 := key (probe i j k x y)
    have k2 := key (probe i j k x 0)
    have k3 := key (probe i j k 0 y)
    have k4 := key (probe i j k 0 0)
    rw [hL] at k1 k2 k3 k4
    simp only [add_zero, zero_add] at k2 k3 k4
    linarith [hR x y]
  refine ⟨g i 1 - g i 0, fun x => ?_⟩
  have h2 : g i (x • (1 : ℝ)) - g i 0 = x • (g i 1 - g i 0) :=
    map_real_smul (AddMonoidHom.mk' (fun x => g i x - g i 0) hA)
      (show Continuous (fun x => g i x - g i 0) from hg.sub continuous_const) x 1
  simp only [smul_eq_mul, mul_one] at h2
  linear_combination h2
```

For two atoms, `Fin 2` labels them 0 and 1. Each density reduces to one contribution, and `ring` confirms the cancellation for arbitrary `g`, continuous or not. This shows why the converse asks for two distinct partners.

```lean
/-- For two atoms, any change `g` of the embedding functions, linear or not, is compensated by
a change of the pair terms. -/
theorem dimer_absorbs_any_change (F g : Fin 2 → ℝ → ℝ) (f φ : Fin 2 → Fin 2 → ℝ) :
    energy (fun i x => F i x + g i x) f
      (fun i j => φ i j - (g i (f i j) + g j (f j i))) = energy F f φ := by
  have h0 : (univ : Finset (Fin 2)).erase 0 = {1} := by decide
  have h1 : (univ : Finset (Fin 2)).erase 1 = {0} := by decide
  simp only [energy, pairEnergy, density, Fin.sum_univ_two, h0, h1, sum_singleton]
  ring

end

end EmbeddedAtomGauge
```

```lean
#print axioms EmbeddedAtomGauge.linear_embedding_is_pair
#print axioms EmbeddedAtomGauge.effective_pair_gauge
#print axioms EmbeddedAtomGauge.gauge_is_affine
#print axioms EmbeddedAtomGauge.dimer_absorbs_any_change
```

```
'EmbeddedAtomGauge.linear_embedding_is_pair' depends on axioms: [propext, Classical.choice, Quot.sound]
'EmbeddedAtomGauge.effective_pair_gauge' depends on axioms: [propext, Classical.choice, Quot.sound]
'EmbeddedAtomGauge.gauge_is_affine' depends on axioms: [propext, Classical.choice, Quot.sound]
'EmbeddedAtomGauge.dimer_absorbs_any_change' depends on axioms: [propext, Classical.choice, Quot.sound]
```
